# No single-valued torsion angle is continuous over a full internal rotation

Q: A geometry optimization turns a group about a single bond. One step takes the torsion from 179° to −179°, so the program subtracts and finds −358°, although the group has turned by only 2°. Isn't that just a poor choice of range for the angle? And what would a theorem about the unit circle know about my molecule?

A: Another range moves the trouble elsewhere. Freeze everything except this one rotation. A conformation is then fixed by the cosine and sine of the torsion, that is, by a point \(z\) with \(|z|=1\). A torsion coordinate is any real function \(f\), in radians, with \(e^{if(z)}=z\) for all \(z\).

```lean
import Mathlib

open Filter Topology Real

namespace TorsionBranchCut

noncomputable section

/-- A torsion coordinate assigns to each conformation `z` on the unit circle a real angle
`f z` with `exp (i f z) = z`. -/
def IsTorsionCoordinate (f : Circle → ℝ) : Prop :=
  ∀ z, Circle.exp (f z) = z
```

`Circle` is the unit circle with its multiplication, and `Circle.exp t` is \(e^{it}\). Multiplying by `Circle.exp π`, which is \(-1\), turns the group by half a turn. Nothing is assumed about the range of \(f\) or its regularity.

Q: My program also compares angles. Where is that?

A: Your program takes the raw difference \(a-b\) of the new value \(a\) and the old value \(b\). The alternative is the wrapped difference \(\delta(a,b)=\arg e^{i(a-b)}\), which lies in \((-\pi,\pi]\). For your step it gives 2°, in radians.

```lean
/-- The wrapped difference of two torsion values: the principal argument of
`exp (i (a - b))`. -/
def wrappedDiff (a b : ℝ) : ℝ :=
  Complex.arg (Circle.exp (a - b) : ℂ)
```

Q: Then show me why no clever \(f\) is continuous.

A: Start with any continuous real \(f\) on the circle, torsion or not, and set
\[
F(t)=f(e^{it})-f(e^{it}e^{i\pi}).
\]
Then \(F(0)=f(1)-f(-1)\) and \(F(\pi)=f(-1)-f(1)=-F(0)\). The signs are opposite, or both values vanish, so \(F(t)=0\) for some \(t\). Two conformations half a turn apart share the same value.

```lean
/-- Every continuous real function of the conformation takes the same value at some two
conformations that are half a turn apart. -/
theorem exists_equal_half_turn (f : Circle → ℝ) (hf : Continuous f) :
    ∃ z : Circle, f z = f (z * Circle.exp π) := by
  let F : ℝ → ℝ := fun t => f (Circle.exp t) - f (Circle.exp t * Circle.exp π)
  have he : Continuous (fun t : ℝ => Circle.exp t) := Circle.exp.continuous
  have hF : Continuous F := (hf.comp he).sub (hf.comp (he.mul continuous_const))
  have hpp : Circle.exp π * Circle.exp π = 1 := by
    rw [← Circle.exp_add, ← two_mul, Circle.exp_two_pi]
  -- half a turn reverses the sign of the difference
  have h0 : F 0 = f 1 - f (Circle.exp π) := by
    simp only [F, Circle.exp_zero, one_mul]
  have h1 : F π = f (Circle.exp π) - f 1 := by
    simp only [F, hpp]
  have hz : (0 : ℝ) ∈ Set.range F := by
    rcases le_total (f 1) (f (Circle.exp π)) with h | h
    · exact mem_range_of_exists_le_of_exists_ge hF
        ⟨0, by rw [h0]; linarith⟩ ⟨π, by rw [h1]; linarith⟩
    · exact mem_range_of_exists_le_of_exists_ge hF
        ⟨π, by rw [h1]; linarith⟩ ⟨0, by rw [h0]; linarith⟩
  obtain ⟨t, ht⟩ := hz
  exact ⟨Circle.exp t, sub_eq_zero.mp ht⟩
```

In the code, `h0` and `h1` are the two evaluations, and `hpp` says that two half turns make a full one.

Q: Which tool supplies the zero?

A: `mem_range_of_exists_le_of_exists_ge`, a form of the intermediate value theorem. It takes a continuous function on a connected space, one point where the value is at most \(c\) and one where it is at least \(c\), and returns that \(c\) is in the range. Here the space is the real line and \(c=0\). The two points needn't be given in increasing order, so when `rcases` splits on whether \(f(1)\le f(-1)\) or the reverse, the proof merely swaps the witnesses \(0\) and \(\pi\). The lemma doesn't say where the zero lies, and that isn't needed.

Q: And for a torsion coordinate?

A: Equal values at \(z\) and \(-z\) would give \(z=e^{if(z)}=e^{if(-z)}=-z\). Cancelling \(z\) leaves \(1=-1\).

```lean
/-- No torsion coordinate is continuous on the whole circle of conformations. -/
theorem not_continuous_torsion (f : Circle → ℝ) (hf : IsTorsionCoordinate f) :
    ¬ Continuous f := by
  intro hc
  obtain ⟨z, hz⟩ := exists_equal_half_turn f hc
  -- equal angles would mean equal conformations
  have h : z = z * Circle.exp π :=
    (hf z).symm.trans ((congrArg (fun x : ℝ => Circle.exp x) hz).trans (hf _))
  have h1 : Circle.exp π = 1 :=
    mul_left_cancel (a := z) (by rw [mul_one]; exact h.symm)
  have h2 : (Circle.exp π : ℂ) = 1 := by rw [h1, Circle.coe_one]
  rw [Circle.coe_exp, Complex.exp_pi_mul_I] at h2
  norm_num at h2
```

The term `h` is the chain of equalities, `mul_left_cancel` removes \(z\), and `norm_num` rejects \(-1=1\).

Q: Fine, it's discontinuous. Why should wrapping be the right repair?

A: First, it changes the raw difference only by whole turns: \(a-b=\delta(a,b)+2\pi m\) for some integer \(m\), because \(a-b\) and \(\delta(a,b)\) have the same exponential.

```lean
/-- The raw difference of two torsion values equals the wrapped difference plus an integer
multiple of `2π`. -/
theorem sub_eq_wrappedDiff_add (a b : ℝ) :
    ∃ k : ℤ, a - b = wrappedDiff a b + k * (2 * π) :=
  Circle.exp_eq_exp.mp (Circle.exp_arg (Circle.exp (a - b))).symm
```

Second, no other such representative is shorter, though at exactly half a turn \(\pi\) and \(-\pi\) tie. Any shift of \(a-b\) by whole turns has the form \(\delta+2\pi n\) with \(n\) an integer. For \(n=0\) there is nothing to show; otherwise
\[
|\delta+2\pi n|\ge 2\pi-|\delta|\ge\pi\ge|\delta|.
\]

```lean
/-- The wrapped difference is a shortest rotation: no shift of the raw difference by an integer
multiple of `2π` has smaller magnitude. -/
theorem abs_wrappedDiff_le (a b : ℝ) (k : ℤ) :
    |wrappedDiff a b| ≤ |a - b + k * (2 * π)| := by
  obtain ⟨m, hm⟩ := sub_eq_wrappedDiff_add a b
  have hd : |wrappedDiff a b| ≤ π := Complex.abs_arg_le_pi _
  have hd' := abs_le.mp hd
  have hs : a - b + k * (2 * π) = wrappedDiff a b + ((m + k : ℤ) : ℝ) * (2 * π) := by
    rw [hm]
    push_cast
    ring
  rw [hs]
  rcases lt_trichotomy (m + k) 0 with h | h | h
  · have hn : ((m + k : ℤ) : ℝ) ≤ -1 := by
      exact_mod_cast (show m + k ≤ -1 by omega)
    have hmul := mul_le_mul_of_nonneg_right hn Real.two_pi_pos.le
    refine hd.trans (le_trans ?_ (neg_le_abs _))
    linarith [hd'.2]
  · rw [h]
    simp
  · have hn : (1 : ℝ) ≤ ((m + k : ℤ) : ℝ) := by
      exact_mod_cast (show 1 ≤ m + k by omega)
    have hmul := mul_le_mul_of_nonneg_right hn Real.two_pi_pos.le
    refine hd.trans (le_trans ?_ (le_abs_self _))
    linarith [hd'.1]
```

In the Lean statement the shift is `k`, so \(n=m+k\). `lt_trichotomy` separates negative, zero and positive \(n\), and `linarith` does the estimate.

Q: But \(f\) might be wildly discontinuous. Can wrapping rescue that too?

A: Yes. For conformations \(w\) and \(z\),
\[
e^{i(f(w)-f(z))}=\frac{w}{z}\to 1\quad\text{as } w\to z .
\]
The principal argument is continuous at \(1\) and vanishes there, so \(\delta(f(w),f(z))\to0\).

```lean
/-- For every torsion coordinate, the wrapped difference between the values at `w` and at `z`
tends to zero as the conformation `w` approaches `z`. -/
theorem tendsto_wrappedDiff (f : Circle → ℝ) (hf : IsTorsionCoordinate f) (z : Circle) :
    Tendsto (fun w => wrappedDiff (f w) (f z)) (𝓝 z) (𝓝 0) := by
  have hcoe : Continuous (fun u : Circle => (u : ℂ)) := continuous_subtype_val
  have hc : Continuous (fun w : Circle => ((w / z : Circle) : ℂ)) :=
    hcoe.comp (continuous_id.div' continuous_const)
  have e : ((z / z : Circle) : ℂ) = 1 := by rw [div_self', Circle.coe_one]
  have hg : Tendsto (fun w : Circle => ((w / z : Circle) : ℂ)) (𝓝 z) (𝓝 1) := by
    rw [← e]
    exact hc.tendsto z
  -- the principal argument is continuous at 1
  have ha := (Complex.continuousAt_arg Complex.one_mem_slitPlane).tendsto.comp hg
  rw [Complex.arg_one] at ha
  refine ha.congr fun w => ?_
  change Complex.arg ((w / z : Circle) : ℂ) = Complex.arg (Circle.exp (f w - f z) : ℂ)
  rw [Circle.exp_sub, hf w, hf z]
```

`Tendsto … (𝓝 z) (𝓝 0)` is this limit. The proof gets `hg`, the convergence of \(w/z\), composes it with the continuity of the argument, and uses `Circle.exp_sub` to identify the two expressions.

Q: A discontinuity could be tiny. My −358° is not.

A: Not for a torsion coordinate: arbitrarily close to a discontinuity there are conformations whose value differs from the value there by nearly a full turn or more. Take a point \(z\) where \(f\) is discontinuous, and suppose that for some \(\varepsilon>0\) all \(w\) near \(z\) satisfy \(|f(w)-f(z)|\le2\pi-\varepsilon\). Closer in, \(|\delta|<\varepsilon\) as well. Writing \(f(w)-f(z)=\delta+2\pi k\) with \(k\) an integer,
\[
2\pi|k|\le|f(w)-f(z)|+|\delta|<2\pi,
\]
so \(k=0\). Raw and wrapped differences then agree near \(z\), the raw one tends to zero, and \(f\) is continuous at \(z\) after all, a contradiction.

```lean
/-- Every torsion coordinate has a conformation `z` such that, for each `ε > 0`, there are
conformations arbitrarily close to `z` whose torsion value differs from that at `z` by more
than `2π - ε`. -/
theorem exists_full_turn_jump (f : Circle → ℝ) (hf : IsTorsionCoordinate f) :
    ∃ z, ∀ ε > 0, ∃ᶠ w in 𝓝 z, 2 * π - ε < |f w - f z| := by
  obtain ⟨z, hz⟩ : ∃ z, ¬ ContinuousAt f z := by
    by_contra h
    exact not_continuous_torsion f hf
      (continuous_iff_continuousAt.mpr fun z => by_contra fun hz => h ⟨z, hz⟩)
  refine ⟨z, fun ε hε => ?_⟩
  by_contra hfr
  rw [Filter.not_frequently] at hfr
  have ht := tendsto_wrappedDiff f hf z
  have hsmall : ∀ᶠ w in 𝓝 z, |wrappedDiff (f w) (f z)| < ε := by
    have h := ht.abs
    rw [abs_zero] at h
    exact h.eventually_lt_const hε
  -- without a jump, raw and wrapped differences agree near z
  have heq : ∀ᶠ w in 𝓝 z, wrappedDiff (f w) (f z) = f w - f z := by
    filter_upwards [hfr, hsmall] with w h1 h2
    obtain ⟨k, hk⟩ := sub_eq_wrappedDiff_add (f w) (f z)
    have h1' := abs_le.mp (not_lt.mp h1)
    have h2' := abs_lt.mp h2
    have hu : (k : ℝ) < 1 :=
      lt_of_mul_lt_mul_right (by linarith [h1'.2, h2'.1]) Real.two_pi_pos.le
    have hl : (-1 : ℝ) < k :=
      lt_of_mul_lt_mul_right (by linarith [h1'.1, h2'.2]) Real.two_pi_pos.le
    have hu' : k < 1 := by exact_mod_cast hu
    have hl' : -1 < k := by exact_mod_cast hl
    have hk0 : k = 0 := by omega
    rw [hk, hk0]
    simp
  have h4 := (ht.congr' heq).add_const (f z)
  simp only [sub_add_cancel, zero_add] at h4
  exact hz h4
```

Read `∃ᶠ w in 𝓝 z` as "in every neighbourhood of \(z\) there is a \(w\) such that". One \(z\) serves for every \(\varepsilon\). In the proof, `hsmall` is the bound on \(\delta\), `heq` the agreement of the two differences, and `omega` concludes \(k=0\) from \(-1<k<1\).

Q: How many such places must I put up with?

A: One is enough. The principal argument is a torsion coordinate and is continuous at every conformation except possibly the one at angle \(\pi\). Since it can't be continuous everywhere, that is where it jumps.

```lean
/-- The principal argument is a torsion coordinate, and it is continuous at every conformation
other than the one with torsion angle `π`. -/
theorem principal_torsion :
    IsTorsionCoordinate (fun z : Circle => Complex.arg (z : ℂ)) ∧
      ∀ z : Circle, z ≠ Circle.exp π →
        ContinuousAt (fun w : Circle => Complex.arg (w : ℂ)) z := by
  refine ⟨fun z => Circle.exp_arg z, fun z hz => ?_⟩
  have hcoe : Continuous (fun u : Circle => (u : ℂ)) := continuous_subtype_val
  have hs : (z : ℂ) ∈ Complex.slitPlane := by
    refine Complex.mem_slitPlane_iff_arg.mpr ⟨fun h => hz ?_, Circle.coe_ne_zero z⟩
    rw [← h, Circle.exp_arg]
  exact (Complex.continuousAt_arg hs).tendsto.comp (hcoe.tendsto z)

end

end TorsionBranchCut
```

The first half is `Circle.exp_arg`. For the second, a point other than \(-1\) lies in `Complex.slitPlane`, the plane without the non-positive real axis, where the argument is continuous.

```lean
#print axioms TorsionBranchCut.not_continuous_torsion
-- 'TorsionBranchCut.not_continuous_torsion' depends on axioms: [propext, Classical.choice, Quot.sound]
#print axioms TorsionBranchCut.abs_wrappedDiff_le
-- 'TorsionBranchCut.abs_wrappedDiff_le' depends on axioms: [propext, Classical.choice, Quot.sound]
#print axioms TorsionBranchCut.exists_full_turn_jump
-- 'TorsionBranchCut.exists_full_turn_jump' depends on axioms: [propext, Classical.choice, Quot.sound]
#print axioms TorsionBranchCut.principal_torsion
-- 'TorsionBranchCut.principal_torsion' depends on axioms: [propext, Classical.choice, Quot.sound]
```

Q: So what has my optimizer learned, and what has it not?

A: For a single torsion free to make a full turn, with the remaining geometry frozen, an optimizer that subtracts raw values can see a displacement of nearly \(2\pi\) or more between neighbouring conformations, while the wrapped difference goes to zero with their separation. The theorems say nothing about convergence, energies or coupled coordinates. They also assume that the torsion is defined, which fails when three consecutive atoms of the four become collinear. And they concern values determined by the conformation alone: an angle that accumulates turns along a trajectory depends on its history, so it isn't a function \(f\) on the circle.
